# The canonical mean kinetic energy of $P$ beads in one dimension is $P/(2b)$ at inverse temperature $b$, for every potential with an integrable Boltzmann factor

A path-integral molecular dynamics run can sit at the wrong temperature and still produce smooth trajectories. If the correct average of the bead kinetic energy were unknown, or depended on the potential, a high reading could be blamed on stiff springs or an anharmonic external potential, and a badly coupled thermostat could go unnoticed. For the canonical distribution the target is known in advance and contains neither the springs nor the potential.

## A kinetic target set by $P$ and $b$ alone

Let $P$ beads, each moving in one dimension, have momenta $p_i$, positions $x_i$ and masses $m_i>0$, with $i=0,\dots,P-1$. Let $U(x)$ be the total potential energy, springs included, and let $b>0$ be the inverse temperature in the sampled weight. Write

$$K(p)=\sum_i \frac{p_i^2}{2m_i},\qquad w(p,x)=e^{-b(K(p)+U(x))}.$$

If $e^{-bU}$ is integrable over $\mathbb R^P$, then

$$\langle K\rangle=\frac{\int K\,w\,dp\,dx}{\int w\,dp\,dx}=\frac{P}{2b}.$$

The integrability condition says that the positions have a normalisable thermal distribution: the system is confined.

A code relies on this identity when it reports the kinetic temperature $k_BT_{\rm kin}=2\langle K\rangle/P$ and compares it with $1/b$. For a finite ring polymer with classical bead momenta, the comparison tests the momentum sampling of a path-integral simulation. It does not measure the quantum kinetic energy of the particle, which needs its own estimator.

The value of $b$ depends on the convention. If the physical inverse temperature is $\beta$ and the code samples $e^{-(\beta/P)H}$, then $b=\beta/P$ and the target is $P^2/(2\beta)$. If it samples $e^{-\beta H}$, with the external potential divided by $P$ inside $H$, then $b=\beta$ and the target is $P/(2\beta)$.

## Gaussian momenta and a cancelling configuration integral

Start with one momentum $q$ and a constant $c>0$. Differentiation gives

$$\frac{d}{dq}\left(q e^{-cq^2}\right)=e^{-cq^2}-2c\,q^2e^{-cq^2}.$$

The left side integrates to zero over the real line, because $qe^{-cq^2}$ vanishes at both ends. Hence

$$\int q^2e^{-cq^2}dq=\frac1{2c}\int e^{-cq^2}dq.$$

For bead $j$ the constant is $c=b/(2m_j)$, so $1/(2c)=m_j/b$. Dividing by $2m_j$ removes the mass:

$$\int \frac{q^2}{2m_j}e^{-bq^2/(2m_j)}dq=\frac1{2b}\int e^{-bq^2/(2m_j)}dq.$$

The full momentum weight is a product over beads,

$$e^{-bK(p)}=\prod_i e^{-bp_i^2/(2m_i)}.$$

Inserting $p_j^2/(2m_j)$ changes only factor $j$, so by Fubini

$$\int \frac{p_j^2}{2m_j}e^{-bK(p)}dp=\frac1{2b}Z_p,\qquad Z_p=\int e^{-bK(p)}dp.$$

Now include the positions. With $Q=\int e^{-bU(x)}dx$, which is finite and positive, the weight separates and

$$\left\langle\frac{p_j^2}{2m_j}\right\rangle=\frac{(1/(2b))\,Z_pQ}{Z_pQ}=\frac1{2b}.$$

Summing over the $P$ beads gives $P/(2b)$.

For a ring polymer, take

$$U(x)=\sum_i\left[\frac{\kappa}{2}(x_i-x_{i+1})^2+V(x_i)\right],$$

with the index cyclic and spring constant $\kappa\ge0$. For a quantum particle of mass $M$ in the physical potential $V$, sampled with $b=\beta/P$, the path integral sets $\kappa=MP^2/(\beta\hbar)^2$; the result below holds for any $\kappa\ge0$. Suppose that $V$ is measurable and $V(q)\ge aq^2-c$ for every $q$, where $q$ is now a position, $a>0$ and $c$ is now a real offset. The spring terms are nonnegative, so

$$e^{-bU(x)}\le\prod_i e^{bc}e^{-bax_i^2}.$$

The right side is an integrable product of Gaussians. The condition on $e^{-bU}$ therefore holds, and the mean is again $P/(2b)$.

## Two beads with masses 1 and 4

Take $P=2$, $b=2$, $m_0=1$ and $m_1=4$ in reduced units, with any admissible $U$.

- For bead 0, $\langle p_0^2\rangle=m_0/b=1/2$, so its kinetic energy averages $(1/2)/2=1/4$.
- For bead 1, $\langle p_1^2\rangle=m_1/b=2$, so its kinetic energy averages $2/8=1/4$.

The total is $1/2=P/(2b)$. A converged run that reports $\langle K\rangle=0.6$ has $k_BT_{\rm kin}=0.6$ where $1/b=0.5$, so its momenta are 20% too hot.

## The Lean file

```lean
import Mathlib

open MeasureTheory

namespace PathIntegralEquipartition

noncomputable section

variable {P : ℕ}

/-- Kinetic energy of the bead momenta `p` with nonzero bead masses `m`. -/
def kinetic (m p : Fin P → ℝ) : ℝ := ∑ i, p i ^ 2 / (2 * m i)

/-- Boltzmann weight of a phase-space point (momenta, positions) at inverse temperature `b`,
for nonzero bead masses. -/
def weight (b : ℝ) (m : Fin P → ℝ) (U : (Fin P → ℝ) → ℝ)
    (z : (Fin P → ℝ) × (Fin P → ℝ)) : ℝ :=
  Real.exp (-b * (kinetic m z.1 + U z.2))

/-- Canonical mean of an observable `A`, for nonzero masses and a finite, nonzero
partition function. -/
def thermalMean (b : ℝ) (m : Fin P → ℝ) (U : (Fin P → ℝ) → ℝ)
    (A : (Fin P → ℝ) × (Fin P → ℝ) → ℝ) : ℝ :=
  (∫ z, A z * weight b m U z) / ∫ z, weight b m U z

/-- Maxwell weight of a single momentum `q` for a bead of nonzero mass `μ`. -/
def maxwell (b μ q : ℝ) : ℝ := Real.exp (-(b / (2 * μ)) * q ^ 2)

/-- Potential energy of a closed chain of beads with spring constant `κ`, each bead
feeling the external potential `V`. -/
def ringPolymer (κ : ℝ) (V : ℝ → ℝ) (x : Fin P → ℝ) : ℝ :=
  ∑ i, (κ / 2 * (x i - x (finRotate P i)) ^ 2 + V (x i))

/-- The second moment of a centred Gaussian weight is `1/(2c)` times its total mass,
and the moment integral converges. -/
theorem gaussian_second_moment {c : ℝ} (hc : 0 < c) :
    Integrable (fun q : ℝ => q ^ 2 * Real.exp (-c * q ^ 2)) ∧
    ∫ q : ℝ, q ^ 2 * Real.exp (-c * q ^ 2) =
      1 / (2 * c) * ∫ q : ℝ, Real.exp (-c * q ^ 2) := by
  have hi0 := integrable_exp_neg_mul_sq hc
  have hi2 : Integrable (fun q : ℝ => q ^ 2 * Real.exp (-c * q ^ 2)) := by
    have h := integrable_rpow_mul_exp_neg_mul_sq hc (s := 2) (by norm_num)
    simpa only [Real.rpow_two] using h
  refine ⟨hi2, ?_⟩
  -- the total derivative of `q * exp (-c q²)` integrates to zero
  have hd : ∀ q : ℝ, HasDerivAt (fun q : ℝ => q * Real.exp (-c * q ^ 2))
      (Real.exp (-c * q ^ 2) - 2 * c * (q ^ 2 * Real.exp (-c * q ^ 2))) q := by
    intro q
    have h1 : HasDerivAt (fun q : ℝ => -c * q ^ 2) (-c * (2 * q)) q :=
      ((hasDerivAt_pow 2 q).const_mul (-c)).congr_deriv (by norm_num)
    exact ((hasDerivAt_id' q).fun_mul h1.exp).congr_deriv (by ring)
  have h0 := integral_eq_zero_of_hasDerivAt_of_integrable hd
    (hi0.sub (hi2.const_mul (2 * c))) (integrable_mul_exp_neg_mul_sq hc)
  rw [integral_sub hi0 (hi2.const_mul _), integral_const_mul] at h0
  rw [one_div, eq_inv_mul_iff_mul_eq₀ (by positivity)]
  linarith

/-- The Boltzmann factor of the kinetic energy is the product of the Maxwell weights
of the beads. -/
theorem exp_kinetic (b : ℝ) (m p : Fin P → ℝ) :
    Real.exp (-b * kinetic m p) = ∏ i, maxwell b (m i) (p i) := by
  rw [kinetic, Finset.mul_sum, Real.exp_sum]
  refine Finset.prod_congr rfl fun i _ => ?_
  rw [maxwell]
  congr 1
  ring

/-- Over momentum space, the kinetic energy of bead `j` times the unnormalised Maxwell weight
integrates to `1/(2b)` times the momentum partition function. -/
theorem bead_moment {b : ℝ} (hb : 0 < b) {m : Fin P → ℝ} (hm : ∀ i, 0 < m i) (j : Fin P) :
    Integrable (fun p : Fin P → ℝ => p j ^ 2 / (2 * m j) * Real.exp (-b * kinetic m p)) ∧
    ∫ p : Fin P → ℝ, p j ^ 2 / (2 * m j) * Real.exp (-b * kinetic m p) =
      1 / (2 * b) * ∫ p : Fin P → ℝ, Real.exp (-b * kinetic m p) := by
  have hc : ∀ i, 0 < b / (2 * m i) := fun i => div_pos hb (mul_pos two_pos (hm i))
  -- the observable only changes the factor belonging to bead `j`
  obtain ⟨f, hf⟩ : ∃ f : Fin P → ℝ → ℝ, ∀ i, f i = fun q =>
      (if i = j then q ^ 2 / (2 * m i) else 1) * maxwell b (m i) q := ⟨_, fun _ => rfl⟩
  have hfac : ∀ p : Fin P → ℝ,
      p j ^ 2 / (2 * m j) * Real.exp (-b * kinetic m p) = ∏ i, f i (p i) := by
    intro p
    simp only [exp_kinetic, hf, Finset.prod_mul_distrib, Finset.prod_ite_eq',
      Finset.mem_univ, if_true]
  have h1 : ∀ i, Integrable (f i) ∧
      ∫ q, f i q = (if i = j then 1 / (2 * b) else 1) * ∫ q, maxwell b (m i) q := by
    intro i
    rw [hf i]
    by_cases h : i = j
    · simp only [if_pos h]
      have e : (fun q : ℝ => q ^ 2 / (2 * m i) * maxwell b (m i) q) = fun q =>
          1 / (2 * m i) * (q ^ 2 * Real.exp (-(b / (2 * m i)) * q ^ 2)) := by
        funext q
        rw [maxwell]
        ring
      have hg := gaussian_second_moment (hc i)
      rw [e]
      refine ⟨hg.1.const_mul _, ?_⟩
      rw [integral_const_mul, hg.2, ← mul_assoc]
      have hmi := (hm i).ne'
      have hk : 1 / (2 * m i) * (1 / (2 * (b / (2 * m i)))) = 1 / (2 * b) := by
        field_simp
      rw [hk]
      rfl
    · simp only [if_neg h, one_mul]
      exact ⟨integrable_exp_neg_mul_sq (hc i), trivial⟩
  simp_rw [hfac, exp_kinetic]
  refine ⟨Integrable.fintype_prod fun i => (h1 i).1, ?_⟩
  rw [integral_fintype_prod_volume_eq_prod f,
    integral_fintype_prod_volume_eq_prod (fun i => maxwell b (m i))]
  simp only [fun i => (h1 i).2, Finset.prod_mul_distrib, Finset.prod_ite_eq',
    Finset.mem_univ, if_true]

/-- A convergent integral of a Boltzmann factor over bead space is positive. -/
theorem partition_pos {f : (Fin P → ℝ) → ℝ} (hf : Integrable fun x => Real.exp (f x)) :
    0 < ∫ x, Real.exp (f x) := by
  have : NeZero (volume : Measure (Fin P → ℝ)) := ⟨by
    intro h
    have h' := isOpen_univ.measure_pos (volume : Measure (Fin P → ℝ)) Set.univ_nonempty
    rw [h] at h'
    simp at h'⟩
  exact integral_exp_pos hf

/-- The phase-space weight is integrable with a positive partition function. -/
theorem weight_normalizable {b : ℝ} (hb : 0 < b) {m : Fin P → ℝ} (hm : ∀ i, 0 < m i)
    {U : (Fin P → ℝ) → ℝ} (hU : Integrable fun x => Real.exp (-b * U x)) :
    Integrable (weight b m U) ∧ 0 < ∫ z, weight b m U z := by
  have hK : Integrable fun p : Fin P → ℝ => Real.exp (-b * kinetic m p) := by
    simp_rw [exp_kinetic]
    exact Integrable.fintype_prod fun i =>
      integrable_exp_neg_mul_sq (div_pos hb (mul_pos two_pos (hm i)))
  have hw : weight b m U = fun z =>
      Real.exp (-b * kinetic m z.1) * Real.exp (-b * U z.2) := by
    funext z
    rw [weight, mul_add, Real.exp_add]
  rw [hw, Measure.volume_eq_prod]
  refine ⟨hK.mul_prod hU, ?_⟩
  rw [integral_prod_mul (fun p => Real.exp (-b * kinetic m p)) (fun x => Real.exp (-b * U x))]
  exact mul_pos (partition_pos hK) (partition_pos hU)

/-- Each bead has mean kinetic energy `1/(2b)`, for all positive masses and every potential with an
integrable Boltzmann factor; the weighted bead kinetic energy is integrable. -/
theorem bead_equipartition {b : ℝ} (hb : 0 < b) {m : Fin P → ℝ} (hm : ∀ i, 0 < m i)
    {U : (Fin P → ℝ) → ℝ} (hU : Integrable fun x => Real.exp (-b * U x)) (j : Fin P) :
    Integrable (fun z => z.1 j ^ 2 / (2 * m j) * weight b m U z) ∧
    thermalMean b m U (fun z => z.1 j ^ 2 / (2 * m j)) = 1 / (2 * b) := by
  have hZ := (weight_normalizable hb hm hU).2
  have hj := bead_moment hb hm j
  have hw : ∀ z, weight b m U z =
      Real.exp (-b * kinetic m z.1) * Real.exp (-b * U z.2) := by
    intro z
    rw [weight, mul_add, Real.exp_add]
  rw [thermalMean, div_eq_iff hZ.ne']
  simp_rw [hw, ← mul_assoc]
  rw [Measure.volume_eq_prod]
  refine ⟨hj.1.mul_prod hU, ?_⟩
  -- momenta and positions separate, with the same configuration integral on both sides
  rw [integral_prod_mul (fun p : Fin P → ℝ =>
      p j ^ 2 / (2 * m j) * Real.exp (-b * kinetic m p)) (fun x => Real.exp (-b * U x)),
    integral_prod_mul (fun p => Real.exp (-b * kinetic m p)) (fun x => Real.exp (-b * U x)),
    hj.2, mul_assoc]

/-- The mean kinetic energy of `P` beads is `P/(2b)` for every potential with integrable
Boltzmann factor; the integrals defining this mean converge and the partition function
is positive. -/
theorem mean_kinetic {b : ℝ} (hb : 0 < b) {m : Fin P → ℝ} (hm : ∀ i, 0 < m i)
    {U : (Fin P → ℝ) → ℝ} (hU : Integrable fun x => Real.exp (-b * U x)) :
    Integrable (weight b m U) ∧ 0 < ∫ z, weight b m U z ∧
    Integrable (fun z => kinetic m z.1 * weight b m U z) ∧
    thermalMean b m U (fun z => kinetic m z.1) = P / (2 * b) := by
  have hB := bead_equipartition hb hm hU
  obtain ⟨hw, hZ⟩ := weight_normalizable hb hm hU
  refine ⟨hw, hZ, ?_, ?_⟩
  · simp_rw [kinetic, Finset.sum_mul]
    exact MeasureTheory.integrable_finsetSum _ fun j _ => (hB j).1
  · -- the mean of the sum is the sum of the bead means
    have hs : thermalMean b m U (fun z => kinetic m z.1) =
        ∑ j, thermalMean b m U (fun z => z.1 j ^ 2 / (2 * m j)) := by
      simp_rw [thermalMean, kinetic, Finset.sum_mul]
      rw [MeasureTheory.integral_finsetSum _ fun j _ => (hB j).1, Finset.sum_div]
    rw [hs, Finset.sum_congr rfl fun j _ => (hB j).2, Finset.sum_const,
      Finset.card_univ, Fintype.card_fin, nsmul_eq_mul, mul_one_div]

/-- A ring polymer in a measurable external potential bounded below by a confining parabola has mean
kinetic energy `P/(2b)`, for every nonnegative spring constant. -/
theorem ringPolymer_mean_kinetic {b κ a c : ℝ} (hb : 0 < b) (hκ : 0 ≤ κ) (ha : 0 < a)
    {m : Fin P → ℝ} (hm : ∀ i, 0 < m i) {V : ℝ → ℝ} (hV : Measurable V)
    (hconf : ∀ q, a * q ^ 2 - c ≤ V q) :
    thermalMean b m (ringPolymer κ V) (fun z => kinetic m z.1) = P / (2 * b) := by
  have hg : Integrable (fun x : Fin P → ℝ =>
      ∏ i, (Real.exp (b * c) * Real.exp (-(b * a) * x i ^ 2))) :=
    Integrable.fintype_prod (f := fun _ q => Real.exp (b * c) * Real.exp (-(b * a) * q ^ 2))
      fun _ => (integrable_exp_neg_mul_sq (mul_pos hb ha)).const_mul _
  have hmeas : Measurable (fun x : Fin P → ℝ => Real.exp (-b * ringPolymer κ V x)) := by
    unfold ringPolymer
    fun_prop
  -- a product of Gaussians dominates the configurational weight
  refine (mean_kinetic hb hm (hg.mono' hmeas.aestronglyMeasurable
    (Filter.Eventually.of_forall fun x => ?_))).2.2.2
  rw [Real.norm_eq_abs, Real.abs_exp, ringPolymer, Finset.mul_sum, Real.exp_sum]
  refine Finset.prod_le_prod (fun i _ => (Real.exp_pos _).le) fun i _ => ?_
  rw [← Real.exp_add]
  apply Real.exp_le_exp.mpr
  have h1 := hconf (x i)
  have h2 : 0 ≤ κ / 2 * (x i - x (finRotate P i)) ^ 2 := by positivity
  have h3 := mul_le_mul_of_nonneg_left h1 hb.le
  have h4 := mul_nonneg hb.le h2
  linarith

end

end PathIntegralEquipartition
```

```lean
#print axioms PathIntegralEquipartition.mean_kinetic
#print axioms PathIntegralEquipartition.ringPolymer_mean_kinetic
```

```
'PathIntegralEquipartition.mean_kinetic' depends on axioms: [propext, Classical.choice, Quot.sound]
'PathIntegralEquipartition.ringPolymer_mean_kinetic' depends on axioms: [propext, Classical.choice, Quot.sound]
```

## Exact canonical averages, not finite-step trajectories

**The statement in Lean.** The main theorem is `mean_kinetic`. Bead vectors have type `Fin P → ℝ`, and a phase-space point `z` is a pair with momenta `z.1` and positions `z.2`. The function `weight` is the unnormalised Boltzmann factor, and `thermalMean` divides by its integral. No factor of Planck's constant appears in the measure; it would cancel in the ratio.

The hypotheses `hb` and `hm` make the inverse temperature and all masses positive. The hypothesis `hU` is the confinement condition; measurability of the Boltzmann factor, up to null sets, is part of `Integrable`. The conclusion has four parts: the weight is integrable, the partition function is positive, the weighted kinetic energy is integrable, and the mean equals `P / (2 * b)`. The mean is thus a genuine ratio of convergent integrals. The companion `bead_equipartition` gives `1 / (2 * b)` for each bead separately, which can expose one hot bead hidden by a correct total.

In `ringPolymer_mean_kinetic`, the confining bound on `V` replaces `hU`. The closed chain uses `finRotate` to find the next bead. For one bead the spring term is zero; for two beads the sum counts their link twice.

**How the proof follows the calculation.** `gaussian_second_moment` carries out the integration by parts. Its `HasDerivAt` step supplies the derivative, and integrability of both the function and its derivative takes care of the boundary terms. `exp_kinetic` factors the momentum weight. In `bead_moment`, the family `f` inserts the kinetic energy at bead `j` and 1 elsewhere, after which the product-integral theorem does the Fubini step.

`partition_pos` and `weight_normalizable` establish the nonzero denominator; the latter needs the confinement condition `hU` as well as positive `b` and masses. In `bead_equipartition`, `div_eq_iff` clears that denominator and `integral_prod_mul` separates momenta from positions, leaving the same configuration integral on both sides. `mean_kinetic` then exchanges the finite sum with the integral and adds $P$ equal terms. The ring-polymer proof uses `hg.mono'` for the Gaussian domination, and its final `linarith` combines the confining bound with the nonnegative spring energy.

**Limits that matter in a code.** The theorem concerns the exact canonical density. It does not show that a thermostat is ergodic, that a time average has converged, or that an integrator with a finite time step samples this density. A correct kinetic mean is also a weak test by itself: it does not establish that the positions, or even the full momentum distribution, are right.

Each index carries one Cartesian degree of freedom. For several particles in three dimensions, `P` in the general theorem can count all bead coordinates, provided the kinetic energy is diagonal and the potential has an integrable Boltzmann factor. Rigid constraints and a removed centre-of-mass momentum change the number of degrees of freedom and are not covered.

Positions range over all of $\mathbb R^P$, so a periodic simulation cell is not covered either. A ring polymer that is free to translate through unbounded space fails `hU`, because its configuration integral diverges. The equipartition proved here is for quadratic momentum terms; it assigns no such average to the spring or external potential energy.
